# The Matsubara transform of a free electron–plasmon propagator product is a two-pole self-energy

The self-energy here is built from explicit functions of imaginary time. The electron and plasmon propagators are written down in their free thermal form on $0\le\tau\le\beta$, not derived from a Hamiltonian and a thermal average, and the self-energy is defined as minus their product. The plasmon is a single undamped mode of frequency $\omega>0$, $\beta>0$ is the inverse temperature, and $\hbar=k_B=1$. What remains to be proved is the integral over $\tau$ and its pole weights.

```lean
import Mathlib

open Filter Topology

namespace PlasmonPole

noncomputable section
```

The first line loads Mathlib. The `open` line gives short names for limits, and the namespace prefixes every name below with `PlasmonPole`.

## Occupations, frequencies and propagators

```lean
/-- Fermi occupation of a level with energy `ε` measured from the chemical potential. -/
def fermi (β ε : ℝ) : ℝ := 1 / (Real.exp (β * ε) + 1)
```

This is the Fermi occupation $f=1/(e^{\beta\varepsilon}+1)$ of a level whose real energy $\varepsilon$ is measured from the chemical potential. The notation `(β ε : ℝ) : ℝ` says that two real numbers go in and one comes out.

```lean
/-- Bose occupation of a plasmon of frequency `ω`, for `β * ω ≠ 0`. -/
def bose (β ω : ℝ) : ℝ := 1 / (Real.exp (β * ω) - 1)
```

The Bose occupation is $n=1/(e^{\beta\omega}-1)$. Lean assigns a value even where the denominator vanishes, but the theorems that use `bose` assume $\omega>0$ and stay away from that point.

```lean
/-- The fermionic Matsubara frequency `(2k+1)π/β`, for `β ≠ 0`. -/
def matsubara (β : ℝ) (k : ℤ) : ℝ := (2 * k + 1) * Real.pi / β
```

A fermionic frequency is labelled by an integer $k$, which may be negative: $\nu_k=(2k+1)\pi/\beta$.

```lean
/-- Free electron propagator at imaginary time `τ` between `0` and `β`. -/
def electronG (β ε τ : ℝ) : ℝ := -((1 - fermi β ε) * Real.exp (-ε * τ))
```

The electron propagator is $G(\tau)=-(1-f)e^{-\varepsilon\tau}$.

```lean
/-- Free plasmon propagator at imaginary time `τ` between `0` and `β`, for `β * ω ≠ 0`. -/
def plasmonD (β ω τ : ℝ) : ℝ :=
  -((1 + bose β ω) * Real.exp (-ω * τ) + bose β ω * Real.exp (ω * τ))
```

The plasmon propagator is $D(\tau)=-\left[(1+n)e^{-\omega\tau}+n\,e^{\omega\tau}\right]$, with one term for emission and one for absorption.

```lean
/-- Imaginary-time self-energy at unit coupling: minus the product of the electron and
plasmon propagators, for `β * ω ≠ 0`. -/
def selfEnergyTau (β ε ω τ : ℝ) : ℝ := -(electronG β ε τ * plasmonD β ω τ)
```

The self-energy at unit coupling is

$$\Sigma(\tau)=-G(\tau)D(\tau)=-(1-f)e^{-\varepsilon\tau}\left[(1+n)e^{-\omega\tau}+n\,e^{\omega\tau}\right].$$

```lean
/-- The two-pole self-energy at complex frequency `z`, for `β * ω ≠ 0` and `z` different
from `ε + ω` and `ε - ω`. -/
def poleSelfEnergy (β ε ω : ℝ) (z : ℂ) : ℂ :=
  ((1 - fermi β ε + bose β ω : ℝ) : ℂ) / (z - ε - ω) +
    ((fermi β ε + bose β ω : ℝ) : ℂ) / (z - ε + ω)
```

For complex $z$ away from the two poles, this defines

$$\Sigma(z)=\frac{1-f+n}{z-\varepsilon-\omega}+\frac{f+n}{z-\varepsilon+\omega}.$$

The annotation `: ℂ` turns a real number into a complex one. So far this is only a formula; its link to $\Sigma(\tau)$ is the main theorem.

## Detailed balance

```lean
/-- Detailed balance for electrons: the hole occupation times the Boltzmann factor is the
electron occupation. -/
theorem fermi_balance (β ε : ℝ) :
    (1 - fermi β ε) * Real.exp (-(β * ε)) = fermi β ε := by
  unfold fermi
  rw [Real.exp_neg]
  have hx : Real.exp (β * ε) ≠ 0 := (Real.exp_pos _).ne'
  have h : Real.exp (β * ε) + 1 ≠ 0 := by positivity
  have e : 1 - 1 / (Real.exp (β * ε) + 1) = Real.exp (β * ε) / (Real.exp (β * ε) + 1) := by
    rw [eq_div_iff h, sub_mul, div_mul_cancel₀ _ h]
    ring
  rw [e]
  field_simp
```

A theorem reads as name, hypotheses, colon, statement, and then a proof after `:= by`. This one says $(1-f)e^{-\beta\varepsilon}=f$. By hand,

$$1-f=\frac{e^{\beta\varepsilon}}{e^{\beta\varepsilon}+1},$$

and multiplying by $e^{-\beta\varepsilon}$ leaves $f$. The line `e` is the displayed identity, and `field_simp` does the cancellation.

```lean
/-- Detailed balance for plasmons of positive frequency at positive temperature: the emission
factor `1 + n` times the Boltzmann factor is the absorption factor `n`. -/
theorem bose_balance {β ω : ℝ} (hβ : 0 < β) (hω : 0 < ω) :
    (1 + bose β ω) * Real.exp (-(β * ω)) = bose β ω := by
  unfold bose
  rw [Real.exp_neg]
  have hx : Real.exp (β * ω) ≠ 0 := (Real.exp_pos _).ne'
  have h : Real.exp (β * ω) - 1 ≠ 0 :=
    (sub_pos.mpr (Real.one_lt_exp_iff.mpr (mul_pos hβ hω))).ne'
  have e : 1 + 1 / (Real.exp (β * ω) - 1) = Real.exp (β * ω) / (Real.exp (β * ω) - 1) := by
    rw [eq_div_iff h, add_mul, div_mul_cancel₀ _ h]
    ring
  rw [e]
  field_simp
```

Similarly, $1+n=e^{\beta\omega}/(e^{\beta\omega}-1)$, so $(1+n)e^{-\beta\omega}=n$. The hypotheses `hβ` and `hω` give $e^{\beta\omega}>1$, which makes the denominator nonzero.

## From one exponential to two poles

```lean
/-- At a fermionic Matsubara frequency and `β > 0`, a single exponential `exp (-a τ)` with real
`a` transforms into a simple pole at `a`. -/
theorem mode_integral {β : ℝ} (hβ : 0 < β) (a : ℝ) (k : ℤ) :
    ∫ τ in (0 : ℝ)..β, Complex.exp (Complex.I * matsubara β k * τ) *
        ((Real.exp (-a * τ) : ℝ) : ℂ) =
      -(1 + ((Real.exp (-(β * a)) : ℝ) : ℂ)) / (Complex.I * matsubara β k - a) := by
  -- a fermionic frequency never vanishes, so the pole is never hit
  have hw : matsubara β k ≠ 0 := by
    have hk : ((2 * k + 1 : ℤ) : ℝ) ≠ 0 := Int.cast_ne_zero.mpr (by omega)
    push_cast at hk
    exact div_ne_zero (mul_ne_zero hk Real.pi_ne_zero) hβ.ne'
  have hc : Complex.I * matsubara β k - a ≠ 0 := by
    intro h
    have h' := congrArg Complex.im h
    simp at h'
    exact hw h'
  -- antiperiodicity over the imaginary-time interval
  have hanti : Complex.exp (Complex.I * matsubara β k * β) = -1 := by
    have hb : (β : ℂ) ≠ 0 := Complex.ofReal_ne_zero.mpr hβ.ne'
    have e : Complex.I * matsubara β k * β =
        k * (2 * Real.pi * Complex.I) + Real.pi * Complex.I := by
      unfold matsubara
      push_cast
      field_simp
    rw [e, Complex.exp_add, Complex.exp_int_mul_two_pi_mul_I, Complex.exp_pi_mul_I, one_mul]
  have hint : ∀ τ : ℝ, Complex.exp (Complex.I * matsubara β k * τ) *
      ((Real.exp (-a * τ) : ℝ) : ℂ) = Complex.exp ((Complex.I * matsubara β k - a) * τ) := by
    intro τ
    rw [Complex.ofReal_exp, ← Complex.exp_add]
    congr 1
    push_cast
    ring
  have he : Complex.exp ((Complex.I * matsubara β k - a) * β) =
      -((Real.exp (-(β * a)) : ℝ) : ℂ) := by
    rw [← neg_one_mul, ← hanti, Complex.ofReal_exp, ← Complex.exp_add]
    congr 1
    push_cast
    ring
  simp_rw [hint]
  rw [integral_exp_mul_complex hc, he, Complex.ofReal_zero, mul_zero, Complex.exp_zero]
  ring
```

For every real $a$ and integer $k$, the statement is

$$\int_0^\beta e^{i\nu_k\tau}e^{-a\tau}\,d\tau=-\frac{1+e^{-\beta a}}{i\nu_k-a}.$$

By hand, combine the exponentials and integrate:

$$\int_0^\beta e^{(i\nu_k-a)\tau}\,d\tau=\frac{e^{i\nu_k\beta}e^{-\beta a}-1}{i\nu_k-a}.$$

Since $\nu_k\beta=(2k+1)\pi$, we have $e^{i\nu_k\beta}=-1$, and the result follows. The denominator has imaginary part $\nu_k$, which is nonzero because $2k+1$ is odd; even $a=0$ is therefore allowed.

The proof uses the same steps in a different order. `hw` and `hc` show that the denominator is nonzero, `hanti` is the sign $-1$, `hint` combines the exponentials, and `he` evaluates the upper endpoint. Mathlib's `integral_exp_mul_complex` supplies the integral.

```lean
/-- For `β > 0` and `ω > 0`, the Matsubara transform of the electron-plasmon self-energy is the
two-pole form with weights `1 - f + n` at `ε + ω` and `f + n` at `ε - ω`. -/
theorem matsubara_selfEnergy {β ω : ℝ} (hβ : 0 < β) (hω : 0 < ω) (ε : ℝ) (k : ℤ) :
    ∫ τ in (0 : ℝ)..β, Complex.exp (Complex.I * matsubara β k * τ) *
        (selfEnergyTau β ε ω τ : ℂ) =
      poleSelfEnergy β ε ω (Complex.I * matsubara β k) := by
  have hf := fermi_balance β ε
  have hn := bose_balance hβ hω
  have hy : Real.exp (-(β * ω)) * Real.exp (β * ω) = 1 := by
    rw [← Real.exp_add, neg_add_cancel, Real.exp_zero]
  have hn' : bose β ω * Real.exp (β * ω) = 1 + bose β ω := by
    linear_combination -Real.exp (β * ω) * hn + (1 + bose β ω) * hy
  -- detailed balance fixes the two pole weights
  have h1 : (1 - fermi β ε) * (1 + bose β ω) * (1 + Real.exp (-(β * (ε + ω)))) =
      1 - fermi β ε + bose β ω := by
    have e : -(β * (ε + ω)) = -(β * ε) + -(β * ω) := by ring
    rw [e, Real.exp_add]
    linear_combination (1 + bose β ω) * Real.exp (-(β * ω)) * hf + fermi β ε * hn
  have h2 : (1 - fermi β ε) * bose β ω * (1 + Real.exp (-(β * (ε - ω)))) =
      fermi β ε + bose β ω := by
    have e : -(β * (ε - ω)) = -(β * ε) + β * ω := by ring
    rw [e, Real.exp_add]
    linear_combination bose β ω * Real.exp (β * ω) * hf + fermi β ε * hn'
  -- the product of propagators is a sum of two exponentials
  have hint : ∀ τ : ℝ, Complex.exp (Complex.I * matsubara β k * τ) *
      (selfEnergyTau β ε ω τ : ℂ) =
      ((-((1 - fermi β ε) * (1 + bose β ω)) : ℝ) : ℂ) *
        (Complex.exp (Complex.I * matsubara β k * τ) *
          ((Real.exp (-(ε + ω) * τ) : ℝ) : ℂ)) +
      ((-((1 - fermi β ε) * bose β ω) : ℝ) : ℂ) *
        (Complex.exp (Complex.I * matsubara β k * τ) *
          ((Real.exp (-(ε - ω) * τ) : ℝ) : ℂ)) := by
    intro τ
    have e1 : -(ε + ω) * τ = -ε * τ + -ω * τ := by ring
    have e2 : -(ε - ω) * τ = -ε * τ + ω * τ := by ring
    rw [e1, e2, Real.exp_add, Real.exp_add]
    unfold selfEnergyTau electronG plasmonD
    simp only [Complex.ofReal_neg, Complex.ofReal_mul, Complex.ofReal_add,
      Complex.ofReal_sub, Complex.ofReal_one]
    ring
  have d1 : Complex.I * matsubara β k - ((ε + ω : ℝ) : ℂ) =
      Complex.I * matsubara β k - ε - ω := by push_cast; ring
  have d2 : Complex.I * matsubara β k - ((ε - ω : ℝ) : ℂ) =
      Complex.I * matsubara β k - ε + ω := by push_cast; ring
  simp_rw [hint]
  rw [intervalIntegral.integral_add]
  · rw [intervalIntegral.integral_const_mul, intervalIntegral.integral_const_mul,
      mode_integral hβ, mode_integral hβ, d1, d2]
    unfold poleSelfEnergy
    rw [← h1, ← h2]
    simp only [Complex.ofReal_neg, Complex.ofReal_mul, Complex.ofReal_add,
      Complex.ofReal_sub, Complex.ofReal_one]
    ring
  · exact Continuous.intervalIntegrable (by fun_prop) _ _
  · exact Continuous.intervalIntegrable (by fun_prop) _ _
```

This is the main result: for $\beta>0$, $\omega>0$, real $\varepsilon$ and every integer $k$,

$$\int_0^\beta e^{i\nu_k\tau}\Sigma(\tau)\,d\tau=\frac{1-f+n}{i\nu_k-\varepsilon-\omega}+\frac{f+n}{i\nu_k-\varepsilon+\omega}.$$

The product $\Sigma(\tau)$ contains two exponentials, with $a=\varepsilon+\omega$ and $a=\varepsilon-\omega$. Their prefactors are $-(1-f)(1+n)$ and $-(1-f)n$. The previous theorem contributes another minus sign, so the first weight is

$$(1-f)(1+n)\left(1+e^{-\beta(\varepsilon+\omega)}\right)=(1-f)(1+n)+fn=1-f+n.$$

For the second, detailed balance in the form $n\,e^{\beta\omega}=1+n$ gives

$$(1-f)n\left(1+e^{-\beta(\varepsilon-\omega)}\right)=(1-f)n+f(1+n)=f+n.$$

These two lines are `h1` and `h2`. Their tactic `linear_combination` is told which multiples of the known equations to add, and checks that the remaining algebra closes. `hint` splits the integrand, and the two final `fun_prop` calls establish the continuity that allows the integral to be split too.

```lean
/-- For `β > 0` and finitely many pairs of an electron level and a plasmon of positive frequency,
with complex couplings `g j`, the Matsubara transform of the sum of the self-energies weighted by
`|g j|²` is the sum of the two-pole forms with the same weights. -/
theorem matsubara_selfEnergy_sum {ι : Type*} [Fintype ι] {β : ℝ} (hβ : 0 < β)
    (g : ι → ℂ) (ε ω : ι → ℝ) (hω : ∀ j, 0 < ω j) (k : ℤ) :
    ∫ τ in (0 : ℝ)..β, Complex.exp (Complex.I * matsubara β k * τ) *
        ((∑ j, ‖g j‖ ^ 2 * selfEnergyTau β (ε j) (ω j) τ : ℝ) : ℂ) =
      ∑ j, ((‖g j‖ ^ 2 : ℝ) : ℂ) *
        poleSelfEnergy β (ε j) (ω j) (Complex.I * matsubara β k) := by
  have hint : ∀ τ : ℝ, Complex.exp (Complex.I * matsubara β k * τ) *
      ((∑ j, ‖g j‖ ^ 2 * selfEnergyTau β (ε j) (ω j) τ : ℝ) : ℂ) =
      ∑ j, ((‖g j‖ ^ 2 : ℝ) : ℂ) * (Complex.exp (Complex.I * matsubara β k * τ) *
        (selfEnergyTau β (ε j) (ω j) τ : ℂ)) := by
    intro τ
    rw [Complex.ofReal_sum, Finset.mul_sum]
    refine Finset.sum_congr rfl fun j _ => ?_
    rw [Complex.ofReal_mul]
    ring
  simp_rw [hint]
  rw [intervalIntegral.integral_finsetSum]
  · refine Finset.sum_congr rfl fun j _ => ?_
    rw [intervalIntegral.integral_const_mul, matsubara_selfEnergy hβ (hω j)]
  · intro j _
    apply Continuous.intervalIntegrable
    unfold selfEnergyTau electronG plasmonD
    fun_prop
```

Now $j$ runs over a finite set `ι` of pairs, each an electron level $\varepsilon_j$ with a plasmon frequency $\omega_j>0$. With $\Sigma_j$ denoting the self-energy of pair $j$,

$$\int_0^\beta e^{i\nu_k\tau}\sum_j|g_j|^2\Sigma_j(\tau)\,d\tau=\sum_j|g_j|^2\,\Sigma_j(i\nu_k).$$

The complex number $g_j$ stands for the matrix element by which the plasmon's potential connects the external state to the intermediate level. It is an input, not computed from a dielectric function. The proof moves the finite sum outside the integral and applies the main theorem to each term.

A sum of this type is the diagonal correlation self-energy of a $GW$ calculation with free propagators when the screened interaction is modelled by finitely many undamped plasmon modes with real potentials, and the intermediate states are finite in number. A real potential gives emission and absorption the same strength $|g_j|^2$. Some plasmon-pole models instead fit each element of the dielectric matrix separately, and their terms need not have the form $|g_j|^2$ times a two-pole function.

## The sign of the imaginary part

```lean
/-- For `β > 0` and `ω > 0` the two-pole self-energy has negative imaginary part everywhere in the
upper half of the complex frequency plane. -/
theorem poleSelfEnergy_im_neg {β ω : ℝ} (hβ : 0 < β) (hω : 0 < ω) (ε : ℝ) {z : ℂ}
    (hz : 0 < z.im) : (poleSelfEnergy β ε ω z).im < 0 := by
  -- a single pole with positive weight already has this property
  have aux : ∀ (r : ℝ) (w : ℂ), 0 < r → 0 < w.im → ((r : ℂ) / w).im < 0 := by
    intro r w hr h
    have hw : 0 < Complex.normSq w := Complex.normSq_pos.mpr (by rintro rfl; simp at h)
    rw [Complex.div_im, Complex.ofReal_im, Complex.ofReal_re, zero_mul, zero_div, zero_sub]
    exact neg_lt_zero.mpr (div_pos (mul_pos hr h) hw)
  have hx := Real.exp_pos (β * ε)
  have f0 : 0 < fermi β ε := by unfold fermi; positivity
  have f1 : fermi β ε < 1 := by
    unfold fermi
    rw [div_lt_one (by positivity)]
    linarith
  have n0 : 0 < bose β ω :=
    one_div_pos.mpr (sub_pos.mpr (Real.one_lt_exp_iff.mpr (mul_pos hβ hω)))
  unfold poleSelfEnergy
  rw [Complex.add_im]
  exact add_neg (aux _ _ (by linarith) (by simpa using hz))
    (aux _ _ (by linarith) (by simpa using hz))
```

If $\operatorname{Im}z>0$, then $\operatorname{Im}\Sigma(z)<0$. For a single pole with weight $r>0$ and real position $a$,

$$\operatorname{Im}\frac{r}{z-a}=-\frac{r\,\operatorname{Im}z}{|z-a|^2}<0.$$

This is `aux`, stated for a general complex denominator. Because $0<f<1$ and $n>0$, both weights are positive, and the sum of two negative imaginary parts is negative. Just above the real axis, where the retarded self-energy is evaluated, this sign corresponds to decay and not growth.

## Low temperature

```lean
/-- The occupation of a plasmon of positive frequency vanishes in the zero-temperature limit. -/
theorem bose_zero_temperature {ω : ℝ} (hω : 0 < ω) :
    Tendsto (fun β => bose β ω) atTop (𝓝 0) := by
  have h : Tendsto (fun β : ℝ => Real.exp (β * ω)) atTop atTop :=
    Real.tendsto_exp_atTop.comp (tendsto_id.atTop_mul_const hω)
  have h' := tendsto_inv_atTop_zero.comp (tendsto_atTop_add_const_right atTop (-1) h)
  refine h'.congr fun β => ?_
  simp [bose, sub_eq_add_neg]
```

`Tendsto … atTop (𝓝 0)` reads "tends to $0$ as the variable grows without bound". Here $\beta\to\infty$ at fixed $\omega>0$, so $e^{\beta\omega}\to\infty$ and $n\to0$.

```lean
/-- For `ε > 0` and `ω > 0`, in the zero-temperature limit the pole at `ε + ω` has weight one
and the pole at `ε - ω` has weight zero. -/
theorem weights_empty_level {ε ω : ℝ} (hε : 0 < ε) (hω : 0 < ω) :
    Tendsto (fun β => 1 - fermi β ε + bose β ω) atTop (𝓝 1) ∧
      Tendsto (fun β => fermi β ε + bose β ω) atTop (𝓝 0) := by
  have h : Tendsto (fun β : ℝ => Real.exp (β * ε)) atTop atTop :=
    Real.tendsto_exp_atTop.comp (tendsto_id.atTop_mul_const hε)
  have hf : Tendsto (fun β => fermi β ε) atTop (𝓝 0) := by
    have h' := tendsto_inv_atTop_zero.comp (tendsto_atTop_add_const_right atTop 1 h)
    refine h'.congr fun β => ?_
    simp [fermi]
  have hn := bose_zero_temperature hω
  exact ⟨by simpa using (hf.const_sub 1).add hn, by simpa using hf.add hn⟩
```

For an empty level, $\varepsilon>0$, we also have $f\to0$. The weights therefore tend to $1$ at $\varepsilon+\omega$ and $0$ at $\varepsilon-\omega$. The symbol `∧` joins the two limits. An electron in the external state can enter the empty level by emitting a plasmon. The other weight vanishes because there is no plasmon left to absorb and no electron in the level that could fill a hole in the external state.

```lean
/-- For `ε < 0` and `ω > 0`, in the zero-temperature limit the pole at `ε + ω` has weight zero
and the pole at `ε - ω` has weight one. -/
theorem weights_occupied_level {ε ω : ℝ} (hε : ε < 0) (hω : 0 < ω) :
    Tendsto (fun β => 1 - fermi β ε + bose β ω) atTop (𝓝 0) ∧
      Tendsto (fun β => fermi β ε + bose β ω) atTop (𝓝 1) := by
  have h : Tendsto (fun β : ℝ => Real.exp (β * ε)) atTop (𝓝 0) :=
    Real.tendsto_exp_atBot.comp (tendsto_id.atTop_mul_const_of_neg hε)
  have hf : Tendsto (fun β => fermi β ε) atTop (𝓝 1) := by
    have h' : Tendsto (fun β : ℝ => 1 / (Real.exp (β * ε) + 1)) atTop (𝓝 (1 / (0 + 1))) :=
      tendsto_const_nhds.div (h.add_const 1) (by norm_num)
    rw [zero_add, div_one] at h'
    exact h'
  have hn := bose_zero_temperature hω
  exact ⟨by simpa using (hf.const_sub 1).add hn, by simpa using hf.add hn⟩

end

end PlasmonPole
```

For an occupied level, $\varepsilon<0$, the exponential $e^{\beta\varepsilon}$ tends to $0$ and $f\to1$. The weights are exchanged: $0$ at $\varepsilon+\omega$ and $1$ at $\varepsilon-\omega$. Both theorems concern the weights at fixed $\varepsilon$, that is, with the level held at a fixed distance from the chemical potential.

The borderline case $\varepsilon=0$ lies between these two theorems, and the definitions settle it directly: $f=\tfrac12$ at every temperature, so both weights equal $\tfrac12+n$ and tend to $\tfrac12$.

```lean
#print axioms PlasmonPole.matsubara_selfEnergy_sum
#print axioms PlasmonPole.poleSelfEnergy_im_neg
#print axioms PlasmonPole.weights_empty_level
#print axioms PlasmonPole.weights_occupied_level
```

```
'PlasmonPole.matsubara_selfEnergy_sum' depends on axioms: [propext, Classical.choice, Quot.sound]
'PlasmonPole.poleSelfEnergy_im_neg' depends on axioms: [propext, Classical.choice, Quot.sound]
'PlasmonPole.weights_empty_level' depends on axioms: [propext, Classical.choice, Quot.sound]
'PlasmonPole.weights_occupied_level' depends on axioms: [propext, Classical.choice, Quot.sound]
```
